# For j > 0, the map v ↦ (Lx v, Ly v, Lz v) embeds spin j in j ⊗ 1

Take a state v with Lz v = m v, in units with ħ = 1, and form the triple (Lx v, Ly v, Lz v). If Lz acts on each entry separately, the first entry becomes

  Lz Lx v = m Lx v + i Ly v.

The second term makes this differ from m Lx v whenever Ly v ≠ 0. Judged by the componentwise action alone, the triple has lost the quantum number m that v had. The missing piece is the generator of rotations of the three entries among themselves, which is a spin-one operator. Once it is added, the triple transforms exactly as v does.

## Operators on three-component states

The states v live in a complex vector space M, which may have any dimension and carries no inner product. A three-component state w = (w_0, w_1, w_2) has its entries in M, and the space of all such w is M³, written `Fin 3 → M`. When M carries spin j, this is the space j ⊗ 1 of a spin j combined with a spin one.

```lean
import Mathlib

open Complex

namespace VectorOperatorEmbedding

noncomputable section

variable {M : Type*} [AddCommGroup M] [Module ℂ M]
```

The indices 0, 1, 2 stand for x, y, z. With addition modulo 3, ε_aij is 1 for (i, j) = (a+1, a+2), −1 for (i, j) = (a+2, a+1), and 0 otherwise.

```lean
/-- The Levi-Civita symbol; the indices 0, 1, 2 stand for x, y, z and are added cyclically. -/
def eps (a i j : Fin 3) : ℂ :=
  if i = a + 1 ∧ j = a + 2 then 1 else if i = a + 2 ∧ j = a + 1 then -1 else 0
```

An angular momentum triple is a family of three linear operators L_a on M with

  [L_a, L_b] = Σ_c i ε_abc L_c.

Nothing else is required: L need be neither Hermitian nor irreducible.

```lean
/-- The angular momentum commutation relations `[L_a, L_b] = i ε_abc L_c`, summed over `c`. -/
def IsAngularMomentum (L : Fin 3 → Module.End ℂ M) : Prop :=
  ∀ a b, L a * L b - L b * L a = ∑ c, (I * eps a b c) • L c
```

Its squared length is L² = Σ_a L_a L_a. The definition applies to any triple, so it will also give the square of the total angular momentum.

```lean
/-- The squared length `L² = Lx² + Ly² + Lz²` of a triple of operators. -/
def casimir (L : Fin 3 → Module.End ℂ M) : Module.End ℂ M := ∑ a, L a * L a
```

The spin-one operators mix the entries of w:

  (s_a w)_i = Σ_j (−i ε_aij) w_j.

These are Cartesian components, so s_z is not diagonal here.

```lean
variable (M) in
/-- The spin-one operators `(s_a)_ij = -i ε_aij`, mixing the three components of a vector
with entries in `M`. -/
def spinOne (a : Fin 3) : Module.End ℂ (Fin 3 → M) :=
  LinearMap.pi fun i => ∑ j, (-(I * eps a i j)) • LinearMap.proj j
```

The operator L_a also acts on M³, entry by entry: (L_a w)_i = L_a w_i. In the code this action is called `orbital`, although L may be any angular momentum, spin included.

```lean
/-- The operator `L_a` acting on each of the three components separately. -/
def orbital (L : Fin 3 → Module.End ℂ M) (a : Fin 3) : Module.End ℂ (Fin 3 → M) :=
  LinearMap.pi fun i => L a ∘ₗ LinearMap.proj i
```

The total angular momentum is J_a = L_a + s_a.

```lean
/-- The total angular momentum `L_a + s_a` on three-component states. -/
def total (L : Fin 3 → Module.End ℂ M) (a : Fin 3) : Module.End ℂ (Fin 3 → M) :=
  orbital L a + spinOne M a
```

Two maps connect M and M³. The first is T v = (L_0 v, L_1 v, L_2 v).

```lean
/-- The map `T v = (Lx v, Ly v, Lz v)`. -/
def vectorMap (L : Fin 3 → Module.End ℂ M) : M →ₗ[ℂ] (Fin 3 → M) := LinearMap.pi L
```

The second goes back, by contraction with L: D w = Σ_i L_i w_i.

```lean
/-- The contraction `D w = Lx w_x + Ly w_y + Lz w_z`. -/
def contract (L : Fin 3 → Module.End ℂ M) : (Fin 3 → M) →ₗ[ℂ] M :=
  ∑ i, L i ∘ₗ LinearMap.proj i
```

Going to M and back again gives an operator on M³, normalised by the number j(j+1):

  P = T D / (j(j+1)).

```lean
/-- The operator `T D / (j(j+1))` on three-component states, for `j` other than `0` and `-1`. -/
def spinProjector (L : Fin 3 → Module.End ℂ M) (j : ℝ) : Module.End ℂ (Fin 3 → M) :=
  ((j * (j + 1) : ℝ) : ℂ)⁻¹ • (vectorMap L ∘ₗ contract L)
```

## The total J is again an angular momentum

The calculations are done entry by entry, so the action of s_a is first written out in components.

```lean
/-- The spin-one operators in components. -/
theorem spinOne_apply (a : Fin 3) (w : Fin 3 → M) (i : Fin 3) :
    spinOne M a w i = ∑ j, (-(I * eps a i j)) • w j := by
  simp [spinOne]
```

Adding the action of L_a gives

  (J_a w)_i = L_a w_i − Σ_j i ε_aij w_j.

```lean
/-- The total angular momentum in components. -/
theorem total_apply (L : Fin 3 → Module.End ℂ M) (a : Fin 3) (w : Fin 3 → M) (i : Fin 3) :
    total L a w i = L a (w i) + ∑ j, (-(I * eps a i j)) • w j := by
  simp only [total, LinearMap.add_apply, Pi.add_apply, spinOne_apply]
  rfl
```

For the commutators of s, the contraction identity for two ε symbols yields

  (s_a s_b)_ik = −Σ_j ε_aij ε_bjk = δ_ab δ_ik − δ_ak δ_bi.

Subtracting the same expression with a and b exchanged leaves

  [s_a, s_b]_ik = δ_ai δ_bk − δ_ak δ_bi = Σ_c ε_abc ε_cik = Σ_c i ε_abc (s_c)_ik.

The Lean proof skips the identity and runs through all 27 choices of a, b and i with `fin_cases`.

```lean
variable (M) in
/-- The operators `(s_a)_ij = -i ε_aij` obey the angular momentum commutation relations. -/
theorem spinOne_isAngularMomentum : IsAngularMomentum (spinOne M) := by
  intro a b
  refine LinearMap.ext fun w => funext fun i => ?_
  fin_cases a <;> fin_cases b <;> fin_cases i <;>
    simp [spinOne_apply, eps, Fin.sum_univ_three, smul_smul]
```

The two actions commute, because L_a is linear and s_b only forms numerical combinations of entries:

  (L_a s_b w)_i = Σ_j (−i ε_bij) L_a w_j = (s_b L_a w)_i.

The cross terms in [J_a, J_b] therefore cancel, and

  [J_a, J_b] = [L_a, L_b] + [s_a, s_b] = Σ_c i ε_abc J_c.

In the proof, `h1` and `h2` are the two commutators, `h3` is the commutation of the two actions, and `abel` collects the terms.

```lean
/-- If `L` is an angular momentum triple, so is the total `L + s`. -/
theorem total_isAngularMomentum {L : Fin 3 → Module.End ℂ M} (hL : IsAngularMomentum L) :
    IsAngularMomentum (total L) := by
  intro a b
  have h1 : orbital L a * orbital L b - orbital L b * orbital L a
      = ∑ c, (I * eps a b c) • orbital L c := by
    refine LinearMap.ext fun w => funext fun i => ?_
    have h := LinearMap.congr_fun (hL a b) (w i)
    simpa [orbital] using h
  have h2 : spinOne M a * spinOne M b - spinOne M b * spinOne M a
      = ∑ c, (I * eps a b c) • spinOne M c := spinOne_isAngularMomentum M a b
  -- the two kinds of operator act on different factors and commute
  have h3 : ∀ a b, orbital L a * spinOne M b = spinOne M b * orbital L a := by
    intro a b
    refine LinearMap.ext fun w => funext fun i => ?_
    simp [orbital, spinOne_apply, map_sum]
  simp only [total, smul_add, Finset.sum_add_distrib]
  rw [← h1, ← h2]
  simp only [add_mul, mul_add, h3]
  abel
```

## T carries L_a into J_a

Insert w = T v, that is w_j = L_j v, into the component formula:

  (J_a T v)_i = L_a L_i v − Σ_j i ε_aij L_j v.

The sum is [L_a, L_i] v, so

  (J_a T v)_i = L_a L_i v − (L_a L_i v − L_i L_a v) = L_i L_a v = (T L_a v)_i.

Hence J_a T = T L_a. This needs only the commutation relations, with no condition on L². In the opening example, the spin term contributes −i Ly v to the first entry and removes the unwanted part. The code takes the relation `hL a i` at the vector v, and `rw [← h]` replaces the sum by the commutator.

```lean
/-- For an angular momentum triple `L`, the map `T v = (Lx v, Ly v, Lz v)` satisfies
`(L_a + s_a) T = T L_a`. -/
theorem total_comp_vectorMap {L : Fin 3 → Module.End ℂ M} (hL : IsAngularMomentum L)
    (a : Fin 3) : total L a ∘ₗ vectorMap L = vectorMap L ∘ₗ L a := by
  refine LinearMap.ext fun v => funext fun i => ?_
  have h := LinearMap.congr_fun (hL a i) v
  simp only [LinearMap.sub_apply, Module.End.mul_apply, LinearMap.sum_apply,
    LinearMap.smul_apply] at h
  simp only [LinearMap.comp_apply, total_apply, vectorMap, LinearMap.pi_apply, neg_smul,
    Finset.sum_neg_distrib]
  -- the spin term is exactly minus the commutator of `L_a` and `L_i`
  rw [← h]
  abel
```

## D carries J_a back into L_a

Contracting J_a w gives

  D J_a w = Σ_i L_i L_a w_i − Σ_i Σ_j i ε_aij L_i w_j.

In the other order, moving L_a to the right past L_i gives

  L_a D w = Σ_i L_i L_a w_i + Σ_i Σ_j i ε_aij L_j w_i.

Exchange the names i and j in the last double sum and use ε_aji = −ε_aij. The two right-hand sides then agree, so D J_a = L_a D. In Lean, `h` is the commutation step, `Finset.sum_comm` exchanges the sums, and `anti` supplies the sign.

```lean
/-- For an angular momentum triple `L`, the contraction `D w = Σ L_i w_i` satisfies
`D (L_a + s_a) = L_a D`. -/
theorem contract_comp_total {L : Fin 3 → Module.End ℂ M} (hL : IsAngularMomentum L)
    (a : Fin 3) : contract L ∘ₗ total L a = L a ∘ₗ contract L := by
  have anti : ∀ a i j : Fin 3, eps a j i = -eps a i j := by
    intro a i j
    fin_cases a <;> fin_cases i <;> fin_cases j <;> simp [eps]
  refine LinearMap.ext fun w => ?_
  have h : ∀ i, L a (L i (w i))
      = L i (L a (w i)) + ∑ j, (I * eps a i j) • L j (w i) := by
    intro i
    have h := LinearMap.congr_fun (hL a i) (w i)
    simp only [LinearMap.sub_apply, Module.End.mul_apply, LinearMap.sum_apply,
      LinearMap.smul_apply] at h
    rw [← h]
    abel
  simp only [contract, LinearMap.comp_apply, LinearMap.sum_apply, LinearMap.proj_apply,
    total_apply, map_add, map_sum, map_smul, h, Finset.sum_add_distrib]
  congr 1
  -- exchange the two summation indices and use the antisymmetry of ε
  rw [Finset.sum_comm]
  refine Finset.sum_congr rfl fun i _ => Finset.sum_congr rfl fun j _ => ?_
  rw [anti a i j, mul_neg, neg_neg]
```

## Spin j inside j ⊗ 1

Applying T and then D gives the squared length:

  D T v = Σ_i L_i L_i v = L² v.

```lean
/-- Contracting `T v` with `L` gives `L² v`. -/
theorem contract_vectorMap (L : Fin 3 → Module.End ℂ M) (v : M) :
    contract L (vectorMap L v) = casimir L v := by
  simp [contract, vectorMap, casimir]
```

Now let L² = j(j+1) on all of M, with j real and positive. For finite-dimensional M, this is the condition that M contains only spin j, possibly in several copies. In infinite dimension it is weaker, and j need not even be a multiple of 1/2. The theorems below assume the equation itself and cover both cases.

If T v = T w, applying D gives j(j+1) v = j(j+1) w, and hence v = w. So T is injective. For the total angular momentum, each factor J_a is moved through T in turn:

  J² T v = Σ_a J_a J_a T v = Σ_a T L_a L_a v = T L² v = j(j+1) T v.

In the proof, `key` is D T = j(j+1), and `h2` is J² T = T L².

The smallest spin shows what positivity is for. With j = 0 and L = 0 on a nonzero M, T is the zero map and injectivity fails. The argument uses j > 0 only to obtain j(j+1) ≠ 0.

```lean
/-- Spin `j` inside `j ⊗ 1`: if `L` is an angular momentum triple with `L² = j(j+1)` and
`j > 0`, then `T` is injective, satisfies `(L_a + s_a) T = T L_a`, and the square of the total
angular momentum equals `j(j+1)` on its image. -/
theorem spin_embeds_in_tensor_one {L : Fin 3 → Module.End ℂ M} (hL : IsAngularMomentum L)
    {j : ℝ} (hj : 0 < j) (hc : casimir L = ((j * (j + 1) : ℝ) : ℂ) • 1) :
    Function.Injective (vectorMap L) ∧
    (∀ a, total L a ∘ₗ vectorMap L = vectorMap L ∘ₗ L a) ∧
    ∀ v, casimir (total L) (vectorMap L v) = ((j * (j + 1) : ℝ) : ℂ) • vectorMap L v := by
  have hne : ((j * (j + 1) : ℝ) : ℂ) ≠ 0 := by
    have : j * (j + 1) ≠ 0 := by positivity
    exact_mod_cast this
  have key : ∀ v, contract L (vectorMap L v) = ((j * (j + 1) : ℝ) : ℂ) • v := by
    intro v
    rw [contract_vectorMap, hc, LinearMap.smul_apply, Module.End.one_apply]
  refine ⟨fun v w hvw => ?_, total_comp_vectorMap hL, fun v => ?_⟩
  · rw [← inv_smul_smul₀ hne v, ← key v, hvw, key w, inv_smul_smul₀ hne w]
  · have h : ∀ a u, total L a (vectorMap L u) = vectorMap L (L a u) :=
      fun a u => LinearMap.congr_fun (total_comp_vectorMap hL a) u
    -- move both factors of the total angular momentum through `T`
    have h2 : casimir (total L) (vectorMap L v) = vectorMap L (casimir L v) := by
      simp only [casimir, LinearMap.sum_apply, Module.End.mul_apply, h, map_sum]
    rw [h2, hc, LinearMap.smul_apply, Module.End.one_apply, map_smul]
```

## The projector onto the copy of spin j

On the image of T, the operator P acts as the identity:

  P T v = T D T v / (j(j+1)) = T v.

Every P w has the form T u, with u = D w / (j(j+1)). Therefore P P w = P T u = T u = P w, and the range of P is the image of T. The two transport rules give

  P J_a = T D J_a / (j(j+1)) = T L_a D / (j(j+1)) = J_a T D / (j(j+1)) = J_a P.

In the code, `hP` writes P w as T u and `fix` is P T v = T v.

For j = 1/2, with L_a = σ_a/2 in terms of the Pauli matrices σ_a, the blocks of P are P_ik = σ_i σ_k / 3. Its trace on the six-dimensional space is 2, the dimension of one spin-1/2 doublet.

The combination L_i (Σ_k L_k V_k) / (j(j+1)) is familiar from the projection theorem for a vector operator V, used for example for atomic magnetic moments, where L stands for the total angular momentum of the atom and not for its orbital part; the statement here supplies the projector that appears in it, for a single fixed j. The projection theorem also uses the fact that, for irreducible M, spin j occurs only once in j ⊗ 1, which is not proved here. The rest of j ⊗ 1 is left undivided, and since M has no inner product, P is an idempotent with no claim of orthogonality.

```lean
/-- For an angular momentum triple with `L² = j(j+1)` and `j > 0`, the operator `T D / (j(j+1))`
is idempotent, commutes with the total angular momentum, and has the image of `T` as its range. -/
theorem spinProjector_spec {L : Fin 3 → Module.End ℂ M} (hL : IsAngularMomentum L)
    {j : ℝ} (hj : 0 < j) (hc : casimir L = ((j * (j + 1) : ℝ) : ℂ) • 1) :
    spinProjector L j * spinProjector L j = spinProjector L j ∧
    (∀ a, spinProjector L j * total L a = total L a * spinProjector L j) ∧
    LinearMap.range (spinProjector L j) = LinearMap.range (vectorMap L) := by
  have hne : ((j * (j + 1) : ℝ) : ℂ) ≠ 0 := by
    have : j * (j + 1) ≠ 0 := by positivity
    exact_mod_cast this
  have hP : ∀ w, spinProjector L j w
      = vectorMap L (((j * (j + 1) : ℝ) : ℂ)⁻¹ • contract L w) := by
    intro w
    rw [map_smul]
    rfl
  -- the projector leaves the image of `T` fixed
  have fix : ∀ v, spinProjector L j (vectorMap L v) = vectorMap L v := by
    intro v
    rw [hP, contract_vectorMap, hc, LinearMap.smul_apply, Module.End.one_apply,
      inv_smul_smul₀ hne]
  refine ⟨LinearMap.ext fun w => ?_, fun a => LinearMap.ext fun w => ?_, le_antisymm ?_ ?_⟩
  · rw [Module.End.mul_apply, hP w, fix]
  · have h1 : contract L (total L a w) = L a (contract L w) :=
      LinearMap.congr_fun (contract_comp_total hL a) w
    have h2 : ∀ u, total L a (vectorMap L u) = vectorMap L (L a u) :=
      fun u => LinearMap.congr_fun (total_comp_vectorMap hL a) u
    rw [Module.End.mul_apply, Module.End.mul_apply, hP, hP, h1, h2, map_smul (L a)]
  · rintro _ ⟨w, rfl⟩
    exact ⟨_, (hP w).symm⟩
  · rintro _ ⟨v, rfl⟩
    exact ⟨vectorMap L v, fix v⟩
```

## The spin-one triple as an example

The operators s_a on ℂ³ satisfy both assumptions with j = 1. Setting b = a in the product formula above and summing over a gives

  (s²)_ik = 3 δ_ik − δ_ik = 2 δ_ik = 1(1+1) δ_ik.

For this triple, T v is the array with entries −i Σ_l ε_ikl v_l, which is antisymmetric in i and k. These arrays make up the antisymmetric part of 1 ⊗ 1.

```lean
/-- The spin-one triple on `ℂ³` is an angular momentum triple with `s² = j(j+1)` for `j = 1`. -/
theorem spinOne_witness : IsAngularMomentum (spinOne ℂ) ∧
    casimir (spinOne ℂ) = (((1 : ℝ) * (1 + 1) : ℝ) : ℂ) • 1 := by
  refine ⟨spinOne_isAngularMomentum ℂ, LinearMap.ext fun w => funext fun i => ?_⟩
  fin_cases i <;>
    simp [casimir, spinOne_apply, eps, Fin.sum_univ_three, ← mul_assoc] <;> ring

end

end VectorOperatorEmbedding
```

```lean
#print axioms VectorOperatorEmbedding.total_isAngularMomentum
#print axioms VectorOperatorEmbedding.spin_embeds_in_tensor_one
#print axioms VectorOperatorEmbedding.spinProjector_spec
```

```
'VectorOperatorEmbedding.total_isAngularMomentum' depends on axioms: [propext, Classical.choice, Quot.sound]
'VectorOperatorEmbedding.spin_embeds_in_tensor_one' depends on axioms: [propext, Classical.choice, Quot.sound]
'VectorOperatorEmbedding.spinProjector_spec' depends on axioms: [propext, Classical.choice, Quot.sound]
```

## The same statement with a tensor product

The space j ⊗ 1 could also be modelled literally as M ⊗ ℂ³, with J_a = L_a ⊗ 1 + 1 ⊗ s_a and T v = Σ_i L_i v ⊗ e_i, where e_i is the standard basis of ℂ³. The physical content would be the same, since M ⊗ ℂ³ is isomorphic to M³. The commutation of the two actions would then be visible from the notation, while the component formulas for J_a T and D J_a would first need an expansion in the basis e_i.
